# Two closed-form solutions in the Pöschl–Teller well, with energies −l² and −(l−1)²

A quantum particle moves along a line in a smooth attractive well, deepest at the origin and flat far away on both sides. Its bound states must fade out in the flat regions, and for many well shapes their energies are computed numerically. For the profile $-1/\cosh^2$, two stationary solutions can be written down and checked with first-year calculus.

Let $a$ be the width of the well and $m$ the mass. Measure position $x$ in units of $a$ and energy in units of $\hbar^2/(2ma^2)$. The Hamiltonian is then

$$H=-\frac{d^2}{dx^2}-\frac{l(l+1)}{\cosh^2x}.$$

The real number $l$ sets the depth. It is not an angular momentum and need not be an integer. For $l>0$ the potential is a well, and the two solutions are

$$H\cosh(x)^{-l}=-l^2\cosh(x)^{-l},\qquad H\,\sinh(x)\cosh(x)^{-l}=-(l-1)^2\sinh(x)\cosh(x)^{-l}.$$

Both equations hold for every real $l$; the first function decays at large distance only when $l>0$, the second only when $l>1$. This is the symmetric hyperbolic well, one member of the family of potentials called Pöschl–Teller. For a single particle in this one-dimensional well, the solutions that decay supply reference bound-state energies and wavefunctions for a grid or basis-set solver.

## The potential and the meaning of "solves"

```lean
import Mathlib

open Filter Topology

namespace PoeschlTeller

noncomputable section

/-- The Poeschl-Teller potential `-l(l+1)/cosh² x`. -/
def potential (l x : ℝ) : ℝ := -(l * (l + 1)) / Real.cosh x ^ 2
```

The potential is a function of two real numbers, the depth parameter and the position: $V_l(x)=-l(l+1)/\cosh^2x$. The symbol `ℝ` is the type of real numbers.

```lean
/-- The function `ψ` is twice differentiable and satisfies the stationary Schroedinger equation
`-ψ'' + V ψ = E ψ` at every real `x`. -/
def Solves (V : ℝ → ℝ) (E : ℝ) (ψ : ℝ → ℝ) : Prop :=
  ∃ ψ' ψ'' : ℝ → ℝ, (∀ x, HasDerivAt ψ (ψ' x) x) ∧ (∀ x, HasDerivAt ψ' (ψ'' x) x) ∧
    ∀ x, -ψ'' x + V x * ψ x = E * ψ x
```

`Solves V E ψ` is a proposition about a potential $V$, an energy $E$ and a real function $\psi$. It says that there are functions $\psi'$ and $\psi''$ which are the first and second derivatives of $\psi$ at every point, and that $-\psi''+V\psi=E\psi$ everywhere. In Lean, `HasDerivAt f c x` reads "$f$ is differentiable at $x$ with derivative $c$".

This is a pointwise condition. It requires neither decay nor normalisation, and the zero function satisfies it.

```lean
/-- The function `cosh(x)^(-l)`. -/
def ground (l x : ℝ) : ℝ := Real.cosh x ^ (-l)
```

This is $g_l(x)=\cosh(x)^{-l}$, with a real exponent on a positive base.

```lean
/-- The function `sinh(x) cosh(x)^(-l)`. -/
def firstExcited (l x : ℝ) : ℝ := Real.sinh x * ground l x
```

This is $f_l(x)=\sinh(x)\,g_l(x)$. The names `ground` and `firstExcited` anticipate the physical reading, which suits the first function for $l>0$ and the second only for $l>1$. Neither function is normalised.

```lean
/-- The raising operator `l tanh x - d/dx`, for differentiable `ψ`. -/
def raise (l : ℝ) (ψ : ℝ → ℝ) (x : ℝ) : ℝ := l * Real.tanh x * ψ x - deriv ψ x
```

The operator sends $\psi$ to $l\tanh(x)\,\psi-\psi'$. What it raises is the depth parameter, from $l-1$ to $l$; the energy stays the same.

## Derivatives of the building blocks

```lean
/-- The derivative of `tanh x` is `1/cosh² x`. -/
theorem tanh_deriv (x : ℝ) : HasDerivAt Real.tanh (1 / Real.cosh x ^ 2) x := by
  have e : Real.tanh = fun y => Real.sinh y / Real.cosh y :=
    funext fun y => Real.tanh_eq_sinh_div_cosh y
  rw [e]
  refine ((Real.hasDerivAt_sinh x).fun_div (Real.hasDerivAt_cosh x)
    (Real.cosh_pos x).ne').congr_deriv ?_
  congr 1
  linear_combination Real.cosh_sq x
```

The quotient rule gives

$$\frac{d}{dx}\frac{\sinh x}{\cosh x}=\frac{\cosh^2x-\sinh^2x}{\cosh^2x}=\frac1{\cosh^2x}.$$

Lean applies the same rule and then simplifies the numerator. The tactic `linear_combination` proves an equation by exhibiting it as a combination of known equations, here the single identity $\cosh^2x=\sinh^2x+1$.

```lean
/-- The hyperbolic identity `tanh² x = 1 - 1/cosh² x`. -/
theorem tanh_sq_eq (x : ℝ) : Real.tanh x ^ 2 = 1 - 1 / Real.cosh x ^ 2 := by
  have hc : Real.cosh x ≠ 0 := (Real.cosh_pos x).ne'
  rw [Real.tanh_eq_sinh_div_cosh, div_pow]
  field_simp
  linarith [Real.cosh_sq x]
```

Dividing $\sinh^2x=\cosh^2x-1$ by $\cosh^2x$ gives $\tanh^2x=1-1/\cosh^2x$. The tactic `field_simp` clears the denominators, which is allowed because $\cosh x$ is never zero.

```lean
/-- Lowering `l` by one multiplies `cosh(x)^(-l)` by `cosh x`. -/
theorem ground_shift (l x : ℝ) : ground (l - 1) x = Real.cosh x * ground l x := by
  unfold ground
  rw [show -(l - 1) = -l + 1 by ring, Real.rpow_add_one (Real.cosh_pos x).ne', mul_comm]
```

Since $-(l-1)=-l+1$, one has $g_{l-1}=\cosh(x)\,g_l$.

```lean
/-- The function `g = cosh(x)^(-l)` obeys the first-order equation `g' = -l tanh(x) g`. -/
theorem ground_deriv (l x : ℝ) :
    HasDerivAt (ground l) (-l * Real.tanh x * ground l x) x := by
  have hc : Real.cosh x ≠ 0 := (Real.cosh_pos x).ne'
  have h := (Real.hasDerivAt_cosh x).rpow_const (p := -l) (Or.inl hc)
  refine HasDerivAt.congr_deriv (f := ground l) h ?_
  rw [Real.rpow_sub_one hc, Real.tanh_eq_sinh_div_cosh]
  unfold ground
  ring
```

The chain rule gives

$$g_l'=-l\cosh(x)^{-l-1}\sinh x=-l\tanh(x)\,g_l .$$

The proof follows this line: it differentiates the power, splits off one factor $1/\cosh x$, and combines it with $\sinh x$.

## The two stationary equations

```lean
/-- For every real `l`, in the Poeschl-Teller potential `cosh(x)^(-l)` solves the Schroedinger
equation with energy `-l²`, and `sinh(x) cosh(x)^(-l)` solves it with energy `-(l-1)²`. -/
theorem poeschlTeller_solutions (l : ℝ) :
    Solves (potential l) (-l ^ 2) (ground l) ∧
      Solves (potential l) (-(l - 1) ^ 2) (firstExcited l) := by
  -- the second derivative of the ground function, shared by both parts
  have h2 : ∀ x, HasDerivAt (fun y => -l * Real.tanh y * ground l y)
      (-l * (1 / Real.cosh x ^ 2) * ground l x
        + -l * Real.tanh x * (-l * Real.tanh x * ground l x)) x := fun x =>
    ((tanh_deriv x).const_mul (-l)).fun_mul (ground_deriv l x)
  constructor
  · refine ⟨_, _, ground_deriv l, h2, fun x => ?_⟩
    simp only [potential]
    linear_combination (-(l ^ 2) * ground l x) * tanh_sq_eq x
  · refine ⟨_, _, fun x => (Real.hasDerivAt_sinh x).fun_mul (ground_deriv l x),
      fun x => ((Real.hasDerivAt_cosh x).fun_mul (ground_deriv l x)).fun_add
        ((Real.hasDerivAt_sinh x).fun_mul (h2 x)), fun x => ?_⟩
    have hc : Real.cosh x * Real.tanh x = Real.sinh x := by
      rw [Real.tanh_eq_sinh_div_cosh, mul_div_cancel₀ _ (Real.cosh_pos x).ne']
    simp only [potential, firstExcited]
    linear_combination (2 * l * ground l x) * hc
      - (l ^ 2 * Real.sinh x * ground l x) * tanh_sq_eq x
```

The theorem takes an arbitrary real `l` and asserts both equations, joined by `∧`, which means "and".

Write $t=\tanh x$, $s=1/\cosh^2x$ and $g=g_l$, so that $t'=s$, $t^2=1-s$ and $g'=-ltg$. Differentiating once more,

$$g''=-lsg-ltg'=-lsg+l^2t^2g=\bigl(l^2-l(l+1)s\bigr)g .$$

Hence $-g''-l(l+1)s\,g=-l^2g$, which is the first equation.

For $f=\sinh(x)\,g$ the product rule gives

$$f''=\sinh(x)\,g+2\cosh(x)\,g'+\sinh(x)\,g''.$$

Because $\cosh(x)\,t=\sinh x$, the middle term is $-2l\sinh(x)\,g=-2lf$. Therefore

$$f''=\bigl(1-2l+l^2-l(l+1)s\bigr)f=\bigl((l-1)^2-l(l+1)s\bigr)f,$$

and so $-f''-l(l+1)s\,f=-(l-1)^2f$.

In the Lean proof, `h2` is the formula for $g''$ before $t^2$ is replaced, and both halves use it. The underscores after `refine` let Lean read off the derivative functions from the differentiation rules. Each half ends with a `linear_combination` that substitutes $t^2=1-s$; the second also uses `hc`, the identity $\cosh(x)\,t=\sinh x$.

## From one well to a deeper one

```lean
/-- The operator `l tanh x - d/dx` turns every solution for the parameter `l - 1` into a solution
for the parameter `l` with the same energy. -/
theorem raise_solves (l E : ℝ) (ψ : ℝ → ℝ) (h : Solves (potential (l - 1)) E ψ) :
    Solves (potential l) E (raise l ψ) := by
  obtain ⟨φ, χ, h1, h2, h3⟩ := h
  have hr : raise l ψ = fun x => l * Real.tanh x * ψ x - φ x := by
    funext x
    simp only [raise, (h1 x).deriv]
  -- the derivative of 1/cosh²
  have hS : ∀ x, HasDerivAt (fun y => 1 / Real.cosh y ^ 2)
      (-2 * Real.tanh x * (1 / Real.cosh x ^ 2)) x := by
    intro x
    have e : (fun y => 1 / Real.cosh y ^ 2) = fun y => 1 - Real.tanh y * Real.tanh y := by
      funext y
      linear_combination tanh_sq_eq y
    rw [e]
    exact (((tanh_deriv x).fun_mul (tanh_deriv x)).const_sub 1).congr_deriv (by ring)
  rw [hr]
  refine ⟨fun x => (l ^ 2 * (1 / Real.cosh x ^ 2) + E) * ψ x + l * Real.tanh x * φ x, _,
    fun x => ?_, fun x => ((((hS x).const_mul (l ^ 2)).add_const E).fun_mul (h1 x)).fun_add
      (((tanh_deriv x).const_mul l).fun_mul (h2 x)), fun x => ?_⟩
  · -- the equation for ψ removes its second derivative
    refine ((((tanh_deriv x).const_mul l).fun_mul (h1 x)).fun_sub (h2 x)).congr_deriv ?_
    have h := h3 x
    simp only [potential] at h
    linear_combination h
  · have h := h3 x
    simp only [potential] at h ⊢
    linear_combination (l * Real.tanh x) * h
```

The hypothesis `h` says that $\psi$ solves the equation for depth parameter $l-1$ at energy $E$. The conclusion is that $u=lt\psi-\psi'$ solves it for $l$ at the same energy.

The potential for $l-1$ is $-l(l-1)s$, so the hypothesis reads $\psi''=-\bigl(l(l-1)s+E\bigr)\psi$. Then

$$u'=ls\psi+lt\psi'-\psi''=(l^2s+E)\psi+lt\psi'.$$

With $s'=-2ts$, a second differentiation gives

$$u''=-2l^2ts\,\psi+(l^2s+E)\psi'+ls\psi'+lt\psi''.$$

Substituting for $\psi''$ again and collecting terms,

$$u''=\bigl(l(l+1)s+E\bigr)\psi'-lt\bigl(l(l+1)s+E\bigr)\psi=-\bigl(l(l+1)s+E\bigr)u,$$

which is the equation for $l$.

The first substitution does real work. The hypothesis supplies only two derivatives of $\psi$, while differentiating $u$ twice seems to need a third. Once $\psi''$ has been eliminated from $u'$, two are enough. In the code $\psi'$ and $\psi''$ are called `φ` and `χ`, and `hS` is the derivative of $s$. The last two bullets verify the formula for $u'$ and the final equation.

```lean
/-- Raising `cosh(x)^(-(l-1))` gives `2l - 1` times `sinh(x) cosh(x)^(-l)`. -/
theorem raise_ground (l x : ℝ) :
    raise l (ground (l - 1)) x = (2 * l - 1) * firstExcited l x := by
  have hc : Real.cosh x * Real.tanh x = Real.sinh x := by
    rw [Real.tanh_eq_sinh_div_cosh, mul_div_cancel₀ _ (Real.cosh_pos x).ne']
  simp only [raise, (ground_deriv (l - 1) x).deriv, ground_shift, firstExcited]
  linear_combination ((2 * l - 1) * ground l x) * hc
```

Apply the operator to $g_{l-1}$, whose derivative is $-(l-1)t\,g_{l-1}$:

$$lt\,g_{l-1}+(l-1)t\,g_{l-1}=(2l-1)\,t\cosh(x)\,g_l=(2l-1)f_l .$$

For $l\ne\tfrac12$ this accounts for the second energy. The function $g_{l-1}$ has energy $-(l-1)^2$ in the potential with parameter $l-1$, and the operator carries that energy over to the potential with parameter $l$. At $l=\tfrac12$ the operator gives the zero function, and the second equation rests on the direct calculation above.

## Which solutions fade out

```lean
/-- For `l > 0` the function `cosh(x)^(-l)` tends to zero as `|x|` grows. -/
theorem ground_decays (l : ℝ) (hl : 0 < l) :
    Tendsto (ground l) (cocompact ℝ) (𝓝 0) := by
  have hc : Tendsto Real.cosh (cocompact ℝ) atTop := by
    refine tendsto_atTop_mono (fun x => ?_) (tendsto_norm_cocompact_atTop (E := ℝ))
    rw [Real.norm_eq_abs, ← Real.cosh_abs]
    exact (Real.self_le_sinh_iff.2 (abs_nonneg x)).trans (Real.sinh_lt_cosh _).le
  exact (tendsto_rpow_neg_atTop hl).comp hc
```

`Tendsto (ground l) (cocompact ℝ) (𝓝 0)` says that $g_l(x)\to0$ as $|x|\to\infty$, in both directions at once. The hypothesis `hl` is $l>0$, the condition for an attractive well with a decaying first solution.

By hand, $\cosh x=\cosh|x|>\sinh|x|\ge|x|$, so $\cosh x$ grows without bound, and a negative power of it tends to zero. The proof establishes the growth as `hc` and then composes it with the limit of the power.

```lean
/-- The function `sinh(x) cosh(x)^(-l)` tends to zero as `|x|` grows exactly when `l > 1`. -/
theorem firstExcited_decays_iff (l : ℝ) :
    Tendsto (firstExcited l) (cocompact ℝ) (𝓝 0) ↔ 1 < l := by
  constructor
  · intro h
    by_contra hn
    have hl : l ≤ 1 := not_lt.1 hn
    have h2 : ∀ᶠ x in atTop, firstExcited l x < 1 / 2 :=
      (h.mono_left atTop_le_cocompact).eventually_lt_const (by norm_num)
    obtain ⟨x, hx, hx1⟩ := (h2.and (eventually_ge_atTop (1 : ℝ))).exists
    -- for l ≤ 1 and x ≥ 1 the function is at least tanh x, which is at least 1/2
    have hs : 1 ≤ Real.sinh x := hx1.trans (Real.self_le_sinh_iff.2 (by linarith))
    have he : Real.exp (-x) ≤ 1 := Real.exp_le_one_iff.2 (by linarith)
    have hg : (Real.cosh x)⁻¹ ≤ ground l x := by
      rw [← Real.rpow_neg_one]
      exact Real.rpow_le_rpow_of_exponent_le (Real.one_le_cosh x) (by linarith)
    have ht : 1 / 2 ≤ Real.sinh x * (Real.cosh x)⁻¹ := by
      rw [← div_eq_mul_inv, div_le_div_iff₀ two_pos (Real.cosh_pos x)]
      linarith [Real.cosh_sub_sinh x]
    have hm := mul_le_mul_of_nonneg_left hg (by linarith : 0 ≤ Real.sinh x)
    unfold firstExcited at hx
    linarith
  · intro hl
    refine squeeze_zero_norm (fun x => ?_) (ground_decays (l - 1) (by linarith))
    have hg : 0 < ground l x := Real.rpow_pos_of_pos (Real.cosh_pos x) _
    have hs : |Real.sinh x| ≤ Real.cosh x :=
      abs_le.2 ⟨by linarith [Real.cosh_add_sinh x, Real.exp_pos x], (Real.sinh_lt_cosh x).le⟩
    rw [ground_shift, firstExcited, Real.norm_eq_abs, abs_mul, abs_of_pos hg]
    exact mul_le_mul_of_nonneg_right hs hg.le

end

end PoeschlTeller
```

The symbol `↔` means "if and only if": $f_l$ decays exactly when $l>1$.

Suppose first that $f_l$ decays although $l\le1$. Then $f_l(x)<1/2$ for all large $x$, so we may pick such an $x$ with $x\ge1$. There $\sinh x\ge x\ge1$, and

$$\cosh x-\sinh x=e^{-x}\le1\le\sinh x,$$

so $\cosh x\le2\sinh x$. Since $\cosh x\ge1$ and $-l\ge-1$, also $g_l(x)\ge1/\cosh x$. Together these give $f_l(x)\ge\tanh x\ge1/2$, a contradiction. In the code, `hs` is $1\le\sinh x$, `he` is $e^{-x}\le1$, `hg` is the bound on $g_l$, and `ht` is $1/2\le\tanh x$, with $\tanh x$ written as $\sinh x\cdot(\cosh x)^{-1}$.

Conversely, let $l>1$. From $|\sinh x|\le\cosh x$ it follows that

$$|f_l(x)|\le\cosh(x)\,g_l(x)=g_{l-1}(x),$$

and the right side tends to zero by the previous theorem, because $l-1>0$. The lemma `squeeze_zero_norm` performs this comparison.

```lean
#print axioms PoeschlTeller.poeschlTeller_solutions
#print axioms PoeschlTeller.raise_solves
#print axioms PoeschlTeller.raise_ground
#print axioms PoeschlTeller.firstExcited_decays_iff
```

```
'PoeschlTeller.poeschlTeller_solutions' depends on axioms: [propext, Classical.choice, Quot.sound]
'PoeschlTeller.raise_solves' depends on axioms: [propext, Classical.choice, Quot.sound]
'PoeschlTeller.raise_ground' depends on axioms: [propext, Classical.choice, Quot.sound]
'PoeschlTeller.firstExcited_decays_iff' depends on axioms: [propext, Classical.choice, Quot.sound]
```

## From pointwise solutions to bound states

A bound state is a square-integrable eigenfunction of $H$, and the step from a decaying pointwise solution to such a state has to be added. It is short here, since the decay is exponential. The following norm integrals are ordinary calculus added to the Lean results:

$$\int_{-\infty}^{\infty}g_l^2\,dx=\frac{\sqrt\pi\,\Gamma(l)}{\Gamma(l+\tfrac12)}\quad(l>0),\qquad
\int_{-\infty}^{\infty}f_l^2\,dx=\frac{\sqrt\pi\,\Gamma(l-1)}{2\,\Gamma(l+\tfrac12)}\quad(l>1),$$

where $\Gamma$ is the gamma function. Dividing each function by the square root of its integral normalises it.

The borderline case $l=1$ shows what happens as the second state is lost. The potential is $-2/\cosh^2x$, the first function is $1/\cosh x$ with energy $-1$, and the second is $\tanh x$ with energy $0$. The latter stays bounded but does not decay: it sits at the edge of the continuum. For $0<l<1$ the energy $-(l-1)^2$ is negative again, yet $f_l$ grows at large distance, so a negative energy in the formula does not by itself signal a bound state.

A further solution follows by applying the operator to $f_{l-1}$, which has energy $-(l-2)^2$ in the well for $l-1$. The result is

$$\cosh(x)^{-l}\bigl((2l-2)\sinh^2x-1\bigr),$$

which solves the equation for $l$ at energy $-(l-2)^2$. It is even in $x$ and decays when $l>2$, where it has two nodes.
